# A two-level model of orbital-optimized MP2 collapses as its gap closes, and a positive level shift bounds its energy from below while the gap is positive

Take one occupied and one virtual orbital, rotate them into each other by an angle q, and set every constant to 1. My model energy is then

J(q) = sin²q − 1/cos 2q.

At q = 0 it equals −1. Where cos 2q = 0.01 it is already 0.495 − 100 = −99.505, and it keeps falling as q approaches π/4. If I add 0.1 to the denominator, the value at that same angle is about −8.6, and it seems that nothing on the interval can get below −10.

With general constants A, D, K > 0 I have

J(q) = A sin²q − K²/(D cos 2q), 0 ≤ q < π/4.

I use this as a picture of how orbital-optimized MP2 can collapse: the optimizer lowers the energy by closing the gap. My claim is that J is unbounded below, while replacing the denominator by D cos 2q + s, for any s > 0, gives the lower bound −K²/s. Can this be made rigorous and checked in Lean? I would also like to know whether a small shift brings back the original orbitals as the minimum, or only stops the divergence.

## The gap closes at π/4, but the shifted denominator stays above s

Your claim is correct, and a small shift may do no more than stop the divergence. The unrotated orbitals are the minimum on your interval exactly when 2K²D ≤ A s (D + s).

The factor cos 2q comes from the rotation. Let the Fock matrix be diagonal with orbital energies e₁ and e₂, and let the rotated orbitals be

occupied: (cos q, sin q)

virtual: (−sin q, cos q).

Their diagonal Fock elements are e₁ cos²q + e₂ sin²q and e₁ sin²q + e₂ cos²q. The virtual element minus the occupied one is

(e₂ − e₁)(cos²q − sin²q) = (e₂ − e₁) cos 2q.

Write the energy with shift s as

E(q) = A sin²q − K²/(D cos 2q + s).

For 0 ≤ q < π/4 the angle 2q lies in [0, π/2), so cos 2q > 0. As q approaches π/4 from below, D cos 2q tends to 0 through positive values. Without a shift, K²/(D cos 2q) therefore tends to +∞, while A sin²q tends to A/2. Hence E(q) tends to −∞, and no lower bound exists.

With s > 0 the denominator is larger than s, so the subtracted term is at most K²/s. Since A sin²q ≥ 0, this gives

E(q) ≥ −K²/s.

## The infimum lies at one of the two ends

The bound −K²/s can be sharpened to the exact infimum. Put c = cos 2q, so that 0 < c ≤ 1 and sin²q = (1 − c)/2. The values at the two ends are

E₀ = −K²/(D + s) at q = 0,

E₁ = A/2 − K²/s in the limit q → π/4.

Compare E(q) with the interpolation c E₀ + (1 − c) E₁. The terms in A agree. For the terms in K², first combine

c/(D + s) + (1 − c)/s = (D + s − cD)/(s(D + s)).

Subtracting 1/(Dc + s) leaves the numerator

(D + s − cD)(Dc + s) − s(D + s) = D²c(1 − c).

Therefore

E(q) = c E₀ + (1 − c) E₁ + K²D²c(1 − c)/(s(D + s)(Dc + s)).

The last term is nonnegative, and the first two form a weighted average of E₀ and E₁. So E(q) is never below the smaller of the two. The value E₀ is attained, and E₁ is approached arbitrarily closely, so the infimum is min(E₀, E₁).

The unrotated orbitals are the minimum exactly when E₀ ≤ E₁. The difference is

E₁ − E₀ = (A s (D + s) − 2K²D)/(2s(D + s)),

which gives the condition stated above. With A = D = K = 1 it reads 2 ≤ s(1 + s), that is, s ≥ 1. Your shift of 0.1 is too small: E₀ is about −0.909, but E₁ = −9.5. The energy is bounded, yet it still falls steadily from q = 0 towards the closed gap.

## What the Lean statements say about the model

The function `energy A D K s q` is E(q), with all arguments real; setting `s` to 0 gives your J. The interval is `Set.Ico 0 (π / 4)`, which includes 0 and excludes π/4.

The theorem `collapse_and_level_shift` is your claim. Its first half says that the set of unshifted energies on the interval is not `BddBelow`. Its second half gives the bound −K²/s for every s > 0 and every q in the interval. It assumes A ≥ 0, D > 0 and K ≠ 0, slightly less than you asked for. `energy_isGLB` states the exact infimum, and `unrotated_minimum_iff` states the condition for q = 0 to be the minimum; both allow any real A and K.

The constants stand for physics that is put in by hand:

- A sets the scale of the cost in reference energy, A sin²q, of leaving the original orbitals.
- K is the coupling to the excited configuration, held fixed although real integrals change with the orbitals.
- D is the denominator at q = 0 without a shift. For the double excitation of MP2, which moves a pair of electrons from the occupied to the virtual orbital, it equals 2(e₂ − e₁).

`rotated_gap` justifies the factor cos 2q for a fixed two-level Fock matrix. The energy theorems take D as a free positive parameter and do not derive the energy from a Hamiltonian.

The restriction to q < π/4 matters for the shifted bound as well. Beyond π/4 the rotated levels are in inverted order, and a shift s ≤ D only moves the pole to the angle where D cos 2q = −s.

```lean
import Mathlib

open Filter Topology Matrix
open scoped Real

namespace OrbitalOptimizedMP2

noncomputable section

/-- The Fock matrix of two levels with orbital energies `e₁` and `e₂`. -/
def fock (e₁ e₂ : ℝ) : Matrix (Fin 2) (Fin 2) ℝ := !![e₁, 0; 0, e₂]

/-- The occupied orbital after rotation by the angle `q`. -/
def occupiedOrb (q : ℝ) : Fin 2 → ℝ := ![Real.cos q, Real.sin q]

/-- The virtual orbital after rotation by the angle `q`. -/
def virtualOrb (q : ℝ) : Fin 2 → ℝ := ![-Real.sin q, Real.cos q]

/-- The model energy at rotation angle `q`: a reference energy `A sin² q` plus a second-order
correlation term with coupling `K`, gap `D cos 2q` and level shift `s`. -/
def energy (A D K s q : ℝ) : ℝ :=
  A * Real.sin q ^ 2 - K ^ 2 / (D * Real.cos (2 * q) + s)

/-- The difference of the diagonal Fock elements of the rotated virtual and occupied orbitals
is the original gap times `cos 2q`. -/
theorem rotated_gap (e₁ e₂ q : ℝ) :
    virtualOrb q ⬝ᵥ (fock e₁ e₂ *ᵥ virtualOrb q)
      - occupiedOrb q ⬝ᵥ (fock e₁ e₂ *ᵥ occupiedOrb q) = (e₂ - e₁) * Real.cos (2 * q) := by
  rw [Real.cos_two_mul']
  simp [virtualOrb, occupiedOrb, fock, Matrix.mulVec, dotProduct, Fin.sum_univ_two]
  ring

/-- The factor `cos 2q` is positive for rotation angles from `0` up to, but excluding, `π/4`. -/
theorem cos_gap_pos {q : ℝ} (hq : q ∈ Set.Ico 0 (π / 4)) : 0 < Real.cos (2 * q) := by
  have hpi := Real.pi_pos
  exact Real.cos_pos_of_mem_Ioo ⟨by linarith [hq.1], by linarith [hq.2]⟩

/-- Without a level shift the energy tends to minus infinity as the rotation angle
approaches `π/4` from below. -/
theorem energy_tendsto_atBot (A : ℝ) {D K : ℝ} (hD : 0 < D) (hK : K ≠ 0) :
    Tendsto (energy A D K 0) (𝓝[<] (π / 4)) atBot := by
  have hpos : (0 : ℝ) < π / 4 := by linarith [Real.pi_pos]
  -- the gap closes from above
  have h0 : Tendsto (fun q : ℝ => D * Real.cos (2 * q) + 0) (𝓝[<] (π / 4))
      (𝓝 (D * Real.cos (2 * (π / 4)) + 0)) := by
    have hc : Continuous (fun q : ℝ => D * Real.cos (2 * q) + 0) := by fun_prop
    exact (hc.tendsto (π / 4)).mono_left nhdsWithin_le_nhds
  have hv : D * Real.cos (2 * (π / 4)) + 0 = 0 := by
    rw [show 2 * (π / 4) = π / 2 by ring, Real.cos_pi_div_two]
    ring
  rw [hv] at h0
  have h1 : Tendsto (fun q : ℝ => D * Real.cos (2 * q) + 0) (𝓝[<] (π / 4)) (𝓝[>] 0) := by
    refine tendsto_nhdsWithin_iff.mpr ⟨h0, ?_⟩
    filter_upwards [Ioo_mem_nhdsLT hpos] with q hq
    have hc := mul_pos hD (cos_gap_pos ⟨hq.1.le, hq.2⟩)
    show 0 < D * Real.cos (2 * q) + 0
    linarith
  -- the correlation term diverges while the reference energy stays finite
  have h2 := (tendsto_inv_nhdsGT_zero.comp h1).const_mul_atTop (show 0 < K ^ 2 by positivity)
  have h3 := tendsto_neg_atTop_atBot.comp h2
  have h4 : Tendsto (fun q : ℝ => A * Real.sin q ^ 2) (𝓝[<] (π / 4))
      (𝓝 (A * Real.sin (π / 4) ^ 2)) := by
    have hc : Continuous (fun q : ℝ => A * Real.sin q ^ 2) := by fun_prop
    exact (hc.tendsto (π / 4)).mono_left nhdsWithin_le_nhds
  refine (h4.add_atBot h3).congr (fun q => ?_)
  simp only [energy, Function.comp_apply]
  ring

/-- Without a level shift the energy is unbounded below on `[0, π/4)`, and with any shift `s > 0` it
is at least `-K²/s` there. -/
theorem collapse_and_level_shift {A D K : ℝ} (hA : 0 ≤ A) (hD : 0 < D) (hK : K ≠ 0) :
    ¬ BddBelow (energy A D K 0 '' Set.Ico 0 (π / 4)) ∧
      ∀ s > 0, ∀ q ∈ Set.Ico 0 (π / 4), -(K ^ 2 / s) ≤ energy A D K s q := by
  constructor
  · rintro ⟨M, hM⟩
    have hpos : (0 : ℝ) < π / 4 := by linarith [Real.pi_pos]
    have e1 : ∀ᶠ q in 𝓝[<] (π / 4), energy A D K 0 q < M :=
      (energy_tendsto_atBot A hD hK).eventually (eventually_lt_atBot M)
    have e2 : ∀ᶠ q in 𝓝[<] (π / 4), q ∈ Set.Ioo 0 (π / 4) := Ioo_mem_nhdsLT hpos
    obtain ⟨q, hq, hI⟩ := (e1.and e2).exists
    exact absurd hq (not_lt_of_ge (hM (Set.mem_image_of_mem _ ⟨hI.1.le, hI.2⟩)))
  · intro s hs q hq
    -- the shifted denominator never falls below `s`
    have hc := mul_pos hD (cos_gap_pos hq)
    have h1 : K ^ 2 / (D * Real.cos (2 * q) + s) ≤ K ^ 2 / s :=
      div_le_div_of_nonneg_left (sq_nonneg K) hs (by linarith)
    have h2 : 0 ≤ A * Real.sin q ^ 2 := by positivity
    unfold energy
    linarith

/-- The shifted energy is the interpolation, with weight `cos 2q`, between its values at `0`
and `π/4`, plus an explicit remainder. -/
theorem energy_interpolation (A K : ℝ) {D s q : ℝ} (hD : 0 < D) (hs : 0 < s)
    (hq : q ∈ Set.Ico 0 (π / 4)) :
    energy A D K s q = Real.cos (2 * q) * (-(K ^ 2 / (D + s)))
      + (1 - Real.cos (2 * q)) * (A / 2 - K ^ 2 / s)
      + K ^ 2 * D ^ 2 * Real.cos (2 * q) * (1 - Real.cos (2 * q))
        / (s * (D + s) * (D * Real.cos (2 * q) + s)) := by
  have hc := cos_gap_pos hq
  have hsin : Real.sin q ^ 2 = (1 - Real.cos (2 * q)) / 2 := by
    rw [Real.cos_two_mul]
    linarith [Real.sin_sq_add_cos_sq q]
  unfold energy
  rw [hsin]
  generalize Real.cos (2 * q) = c at hc ⊢
  have h1 : D + s ≠ 0 := by positivity
  have h2 : D * c + s ≠ 0 := by positivity
  have h3 : s ≠ 0 := hs.ne'
  field_simp
  ring

/-- The exact infimum of the shifted energy on `[0, π/4)` is the smaller of `-K²/(D+s)` and
`A/2 - K²/s`. -/
theorem energy_isGLB (A K : ℝ) {D s : ℝ} (hD : 0 < D) (hs : 0 < s) :
    IsGLB (energy A D K s '' Set.Ico 0 (π / 4))
      (min (-(K ^ 2 / (D + s))) (A / 2 - K ^ 2 / s)) := by
  have hpos : (0 : ℝ) < π / 4 := by linarith [Real.pi_pos]
  constructor
  · rintro _ ⟨q, hq, rfl⟩
    rw [energy_interpolation A K hD hs hq]
    have hc := cos_gap_pos hq
    have hc1 : 0 ≤ 1 - Real.cos (2 * q) := by linarith [Real.cos_le_one (2 * q)]
    have hr : 0 ≤ K ^ 2 * D ^ 2 * Real.cos (2 * q) * (1 - Real.cos (2 * q))
        / (s * (D + s) * (D * Real.cos (2 * q) + s)) := by positivity
    have h1 := mul_le_mul_of_nonneg_left
      (min_le_left (-(K ^ 2 / (D + s))) (A / 2 - K ^ 2 / s)) hc.le
    have h2 := mul_le_mul_of_nonneg_left
      (min_le_right (-(K ^ 2 / (D + s))) (A / 2 - K ^ 2 / s)) hc1
    linarith
  · intro b hb
    refine le_min ?_ ?_
    · -- the first value is attained at `q = 0`
      have h := hb (Set.mem_image_of_mem (energy A D K s) ⟨le_refl 0, hpos⟩)
      simpa [energy] using h
    · -- the second value is the limit at `π/4`
      have hcos : Real.cos (2 * (π / 4)) = 0 := by
        rw [show 2 * (π / 4) = π / 2 by ring, Real.cos_pi_div_two]
      have hsin : Real.sin (π / 4) ^ 2 = 1 / 2 := by
        have h := Real.cos_two_mul (π / 4)
        rw [hcos] at h
        linarith [Real.sin_sq_add_cos_sq (π / 4)]
      have hval : energy A D K s (π / 4) = A / 2 - K ^ 2 / s := by
        unfold energy
        rw [hcos, hsin, mul_zero, zero_add]
        ring
      have hcont : ContinuousAt (energy A D K s) (π / 4) := by
        unfold energy
        refine ContinuousAt.sub (by fun_prop) (ContinuousAt.div (by fun_prop) (by fun_prop) ?_)
        rw [hcos, mul_zero, zero_add]
        exact hs.ne'
      have hlim : Tendsto (energy A D K s) (𝓝[<] (π / 4)) (𝓝 (energy A D K s (π / 4))) :=
        hcont.tendsto.mono_left nhdsWithin_le_nhds
      rw [← hval]
      refine ge_of_tendsto hlim ?_
      filter_upwards [Ioo_mem_nhdsLT hpos] with q hq
      exact hb (Set.mem_image_of_mem _ ⟨hq.1.le, hq.2⟩)

/-- The unrotated orbitals minimize the shifted energy on `[0, π/4)` exactly when
`2 K² D ≤ A s (D + s)`. -/
theorem unrotated_minimum_iff (A K : ℝ) {D s : ℝ} (hD : 0 < D) (hs : 0 < s) :
    (∀ q ∈ Set.Ico 0 (π / 4), energy A D K s 0 ≤ energy A D K s q) ↔
      2 * K ^ 2 * D ≤ A * s * (D + s) := by
  have hDs : 0 < D + s := by positivity
  have h0 : energy A D K s 0 = -(K ^ 2 / (D + s)) := by simp [energy]
  have hglb := energy_isGLB A K hD hs
  -- difference of the two endpoint values
  have hdiff : A / 2 - K ^ 2 / s + K ^ 2 / (D + s)
      = (A * s * (D + s) - 2 * K ^ 2 * D) / (2 * s * (D + s)) := by
    have h1 : D + s ≠ 0 := hDs.ne'
    have h2 : s ≠ 0 := hs.ne'
    field_simp
    ring
  have hden : 0 < 2 * s * (D + s) := by positivity
  constructor
  · intro h
    have hlow : energy A D K s 0 ∈ lowerBounds (energy A D K s '' Set.Ico 0 (π / 4)) := by
      rintro _ ⟨q, hq, rfl⟩
      exact h q hq
    have hle := (hglb.2 hlow).trans (min_le_right _ _)
    rw [h0] at hle
    by_contra hn
    have hneg := div_neg_of_neg_of_pos
      (show A * s * (D + s) - 2 * K ^ 2 * D < 0 by linarith [lt_of_not_ge hn]) hden
    linarith
  · intro h q hq
    have hnn := div_nonneg (sub_nonneg.mpr h) hden.le
    rw [h0]
    exact (le_min le_rfl (by linarith)).trans (hglb.1 (Set.mem_image_of_mem _ hq))

end

end OrbitalOptimizedMP2
```

```lean
#print axioms OrbitalOptimizedMP2.rotated_gap
#print axioms OrbitalOptimizedMP2.collapse_and_level_shift
#print axioms OrbitalOptimizedMP2.unrotated_minimum_iff
```

```
'OrbitalOptimizedMP2.rotated_gap' depends on axioms: [propext, Classical.choice, Quot.sound]
'OrbitalOptimizedMP2.collapse_and_level_shift' depends on axioms: [propext, Classical.choice, Quot.sound]
'OrbitalOptimizedMP2.unrotated_minimum_iff' depends on axioms: [propext, Classical.choice, Quot.sound]
```

## How the proof follows the calculation

`rotated_gap` expands the two matrix products with `simp`, and `ring` finishes the trigonometric identity. `cos_gap_pos` places 2q between −π/2 and π/2, where the cosine is positive.

`energy_tendsto_atBot` is the collapse as a limit. In it, `h0` says by continuity that the denominator tends to its value at π/4, which `hv` shows to be zero. `h1` adds that it gets there through positive values, so its inverse tends to +∞. Multiplying by K² and changing the sign gives −∞ in `h3`, and `h4` supplies the finite limit of the reference energy. The sum of the two tends to −∞.

The first half of `collapse_and_level_shift` supposes that a lower bound M exists. For q close enough to π/4 from below, the energy is below M (`e1`) and q is in the interval (`e2`). Some q satisfies both, which is a contradiction. The second half compares the two fractions using the larger denominator, then adds the nonnegative reference term.

`energy_interpolation` replaces sin²q by (1 − cos 2q)/2 and then treats cos 2q as a positive number `c`. What remains is the rational identity above, which `field_simp` and `ring` verify.

`energy_isGLB` has two parts. The first shows that min(E₀, E₁) is a lower bound: each end value is at least the minimum, the weights are nonnegative, and `hr` says the remainder is too. The second shows that no lower bound `b` can be larger. Evaluating at q = 0 gives b ≤ E₀. For b ≤ E₁ the proof uses that the shifted energy is continuous at π/4, so `ge_of_tendsto` carries the inequality over to the limit.

`unrotated_minimum_iff` computes E₁ − E₀ in `hdiff`. If q = 0 is a minimum, its energy is a lower bound and hence at most E₁, which forces the numerator to be nonnegative. Conversely, a nonnegative numerator gives E₀ ≤ E₁, so E₀ is the infimum.

## The shift in an MP2 program

In a spin-orbital MP2 code the denominator for a double excitation from i, j to a, b is

Δ = ε_a + ε_b − ε_i − ε_j,

and the level shift replaces Δ by Δ + s before the division that produces the amplitudes. This form assumes that the occupied and virtual blocks of the Fock matrix are diagonal. In an orbital-optimized calculation that restores this form after every orbital update, the division is repeated each time. To find a stationary point of the shifted energy, the orbital gradient must be the derivative of that same energy. This shift changes the converged energy, unlike the level shift used to stabilize SCF iterations, which alters the path to a solution but not the energy of that solution.

For this one-angle model with fixed coupling, the results separate two questions: whether the energy is bounded below, and whether it is lowest at the original orbitals or towards the closed gap. The bound −K²/s answers only the first. A finite energy at one angle answers neither, since even the unshifted energy is finite at every angle in the interval. Printing the smallest Δ during the optimization shows whether the orbitals are drifting towards a closed gap, but a steady Δ does not prove that no lower energy exists elsewhere.
